# The leading error of a symmetric time step has odd degree

Q: I propagate a wave packet under H = K + V, kinetic plus potential energy: half a step of K, a full step of V, half a step of K. A step of −t undoes a step of t exactly. I am told that, once the first-order term is right, this reversibility removes the t² error. How can a ring and some power series capture that?

A: Set A = −iK/ℏ and B = −iV/ℏ, as complex matrices on a finite grid or basis, with K and V independent of time. Such matrices are one choice of the ring `R`, which need not be commutative but must allow multiplication by rationals. A step is a power series in t with coefficients in `R`.

```lean
import Mathlib

open Finset

namespace SymmetricSplitting

noncomputable section

variable {R : Type*} [Ring R] [Algebra ℚ R]
```

Q: Does "reversible" mean unitary, or time reversal with complex conjugation?

A: Neither. `timeReverse S` is S(−t), whose n-th coefficient carries a factor (−1)ⁿ. `IsSymmetricStep S` says S(t)S(−t) = 1, which is the property you described.

```lean
/-- The series S(-t) obtained from S(t) by reversing the sign of the time step. -/
def timeReverse (S : PowerSeries R) : PowerSeries R :=
  PowerSeries.mk fun n => (-1 : ℚ) ^ n • PowerSeries.coeff n S

/-- A one-step method is symmetric when S(t) S(-t) = 1. -/
def IsSymmetricStep (S : PowerSeries R) : Prop := S * timeReverse S = 1
```

The exact flow of a generator, your splitting step and the commutator are then defined directly.

```lean
/-- The formal flow exp(tA), with coefficients Aⁿ/n!. -/
def expFlow (A : R) : PowerSeries R :=
  PowerSeries.mk fun n => (1 / (n.factorial : ℚ)) • A ^ n

/-- The Strang step exp(tA/2) exp(tB) exp(tA/2). -/
def strang (A B : R) : PowerSeries R :=
  expFlow ((1 / 2 : ℚ) • A) * expFlow B * expFlow ((1 / 2 : ℚ) • A)

/-- The commutator [x, y] = xy - yx. -/
def comm (x y : R) : R := x * y - y * x
```

Q: I see no convergence anywhere.

A: There is none. Series are compared coefficient by coefficient, so remainder bounds at finite t, unbounded operators and time-dependent Hamiltonians are not covered. Two lemmas read off the coefficients.

```lean
/-- The n-th coefficient of S(-t) is (-1)ⁿ times that of S(t). -/
theorem coeff_timeReverse (S : PowerSeries R) (n : ℕ) :
    PowerSeries.coeff n (timeReverse S) = (-1 : ℚ) ^ n • PowerSeries.coeff n S :=
  PowerSeries.coeff_mk _ _

/-- The n-th coefficient of exp(tA) is Aⁿ/n!. -/
theorem coeff_expFlow (A : R) (n : ℕ) :
    PowerSeries.coeff n (expFlow A) = (1 / (n.factorial : ℚ)) • A ^ n :=
  PowerSeries.coeff_mk _ _
```

Q: Then where does the t² error go?

A: Let Tₙ be the coefficient of tⁿ in a symmetric step T, with T₀ = 1: a step of zero length does nothing. For q + 1 even, the coefficient of T(t)T(−t) = 1 in that degree is

Σ_{k=0}^{q+1} T_k (−1)^{q+1−k} T_{q+1−k} = 0.

The terms k = 0 and k = q + 1 both equal T_{q+1}, since the sign is +1. Shifting the index in the remaining terms gives

2 T_{q+1} = −Σ_{k=0}^{q−1} T_{k+1} (−1)^{q−k} T_{q−k}.

The proof splits off the same two end terms, and `module` rearranges the result.

```lean
/-- For a symmetric method with constant term 1, twice a coefficient of even degree q + 1
is a fixed expression in the coefficients of lower degree. -/
theorem even_coeff_recursion {T : PowerSeries R} (h0 : PowerSeries.coeff 0 T = 1)
    (hT : IsSymmetricStep T) {q : ℕ} (hq : Even (q + 1)) :
    (2 : ℚ) • PowerSeries.coeff (q + 1) T =
      -∑ k ∈ range q, PowerSeries.coeff (k + 1) T *
        ((-1 : ℚ) ^ (q - k) • PowerSeries.coeff (q - k) T) := by
  have hT' : T * timeReverse T = 1 := hT
  have h := congrArg (PowerSeries.coeff (q + 1)) hT'
  -- split off the two end terms of the Cauchy product
  rw [PowerSeries.coeff_mul, Finset.Nat.sum_antidiagonal_eq_sum_range_succ_mk,
    Finset.sum_range_succ, Finset.sum_range_succ'] at h
  simp only [coeff_timeReverse, Nat.add_sub_add_right, Nat.sub_self, Nat.sub_zero,
    hq.neg_one_pow, pow_zero, one_smul, h0, one_mul, mul_one, PowerSeries.coeff_one,
    Nat.add_one_ne_zero, if_false] at h
  linear_combination (norm := module) h
```

Q: So lower coefficients fix the even ones?

A: Yes. If S and E are both symmetric with constant term 1 and agree below an even p, their right-hand sides agree, and halving gives S_p = E_p. For p = 0 the constant terms suffice.

```lean
/-- Two symmetric methods with constant term 1 that agree below an even degree p
also agree in degree p. -/
theorem symmetric_even_order {S E : PowerSeries R}
    (hS0 : PowerSeries.coeff 0 S = 1) (hE0 : PowerSeries.coeff 0 E = 1)
    (hS : IsSymmetricStep S) (hE : IsSymmetricStep E) {p : ℕ} (hp : Even p)
    (hagree : ∀ k < p, PowerSeries.coeff k S = PowerSeries.coeff k E) :
    PowerSeries.coeff p S = PowerSeries.coeff p E := by
  cases p with
  | zero => rw [hS0, hE0]
  | succ q =>
    have h2 : (2 : ℚ) • PowerSeries.coeff (q + 1) S =
        (2 : ℚ) • PowerSeries.coeff (q + 1) E := by
      rw [even_coeff_recursion hS0 hS hp, even_coeff_recursion hE0 hE hp]
      congr 1
      apply Finset.sum_congr rfl
      intro k hk
      have hk' := Finset.mem_range.mp hk
      rw [hagree (k + 1) (by omega), hagree (q - k) (by omega)]
    -- halve both sides
    linear_combination (norm := module) (1 / 2 : ℚ) • h2
```

Hence, if S and E differ at all, the first degree in which they do is odd. With E the exact flow, the order of the method, one less than that degree, is even.

```lean
/-- The first degree in which two symmetric methods with constant term 1 differ is odd. -/
theorem first_error_odd {S E : PowerSeries R}
    (hS0 : PowerSeries.coeff 0 S = 1) (hE0 : PowerSeries.coeff 0 E = 1)
    (hS : IsSymmetricStep S) (hE : IsSymmetricStep E) {p : ℕ}
    (hagree : ∀ k < p, PowerSeries.coeff k S = PowerSeries.coeff k E)
    (hne : PowerSeries.coeff p S ≠ PowerSeries.coeff p E) : Odd p := by
  rcases Nat.even_or_odd p with hp | hp
  · exact absurd (symmetric_even_order hS0 hE0 hS hE hp hagree) hne
  · exact hp
```

Q: You still owe me the symmetry of my own step.

A: Signs multiply as (−1)ⁱ(−1)ʲ = (−1)ⁱ⁺ʲ, so reversing a product reverses each factor in place. For symmetric F and G, the product collapses from the middle:

F(t)G(t)F(t) · F(−t)G(−t)F(−t) = F(t)G(t)G(−t)F(−t) = F(t)F(−t) = 1.

```lean
/-- A palindromic composition F G F of symmetric steps is symmetric. -/
theorem palindrome_symmetric {F G : PowerSeries R}
    (hF : IsSymmetricStep F) (hG : IsSymmetricStep G) : IsSymmetricStep (F * G * F) := by
  have hF' : F * timeReverse F = 1 := hF
  have hG' : G * timeReverse G = 1 := hG
  -- time reversal respects products
  have hmul : ∀ U V : PowerSeries R,
      timeReverse (U * V) = timeReverse U * timeReverse V := by
    intro U V
    ext n
    rw [coeff_timeReverse, PowerSeries.coeff_mul, PowerSeries.coeff_mul, Finset.smul_sum]
    apply Finset.sum_congr rfl
    intro ij hij
    rw [coeff_timeReverse, coeff_timeReverse, smul_mul_smul_comm, ← pow_add,
      Finset.HasAntidiagonal.mem_antidiagonal.mp hij]
  unfold IsSymmetricStep
  rw [hmul, hmul]
  calc F * G * F * (timeReverse F * timeReverse G * timeReverse F)
      = F * (G * (F * timeReverse F) * timeReverse G) * timeReverse F := by
        simp only [mul_assoc]
    _ = 1 := by rw [hF', mul_one, hG', mul_one, hF']
```

For an exponential, the binomial theorem gives the coefficient of exp(tA)exp(−tA) in degree n:

Σ_{i+j=n} (−1)ʲ Aⁿ/(i! j!) = (1 − 1)ⁿ Aⁿ/n!.

This is 1 for n = 0 and zero otherwise. In Lean, `hs` is the scalar identity and `hc` attaches Aⁿ.

```lean
/-- The exponential flow satisfies exp(tA) exp(-tA) = 1. -/
theorem expFlow_symmetric (A : R) : IsSymmetricStep (expFlow A) := by
  unfold IsSymmetricStep
  ext n
  -- the scalar identity is the binomial expansion of (1 - 1)ⁿ
  have hs : ∑ ij ∈ antidiagonal n, (1 / (ij.1.factorial : ℚ)) *
      ((-1) ^ ij.2 * (1 / (ij.2.factorial : ℚ))) = 0 ^ n / (n.factorial : ℚ) := by
    have h : (0 : ℚ) ^ n =
        ∑ k ∈ range (n + 1), 1 ^ k * (-1) ^ (n - k) * (n.choose k : ℚ) := by
      rw [← add_pow]
      norm_num
    rw [Finset.Nat.sum_antidiagonal_eq_sum_range_succ_mk, h, Finset.sum_div]
    apply Finset.sum_congr rfl
    intro k hk
    have hk' : k ≤ n := Nat.lt_succ_iff.mp (Finset.mem_range.mp hk)
    have h1 : (n.factorial : ℚ) ≠ 0 := Nat.cast_ne_zero.mpr n.factorial_ne_zero
    have h2 : (k.factorial : ℚ) ≠ 0 := Nat.cast_ne_zero.mpr k.factorial_ne_zero
    have h3 : ((n - k).factorial : ℚ) ≠ 0 :=
      Nat.cast_ne_zero.mpr (n - k).factorial_ne_zero
    rw [Nat.cast_choose ℚ hk', one_pow]
    field_simp
  have hc : PowerSeries.coeff n (expFlow A * timeReverse (expFlow A)) =
      ((0 : ℚ) ^ n / (n.factorial : ℚ)) • A ^ n := by
    rw [← hs, PowerSeries.coeff_mul, Finset.sum_smul]
    apply Finset.sum_congr rfl
    intro ij hij
    rw [coeff_expFlow, coeff_timeReverse, coeff_expFlow, smul_smul, smul_mul_smul_comm,
      ← pow_add, Finset.HasAntidiagonal.mem_antidiagonal.mp hij]
  rw [hc, PowerSeries.coeff_one]
  rcases eq_or_ne n 0 with hn | hn
  · subst hn
    simp
  · simp [hn]
```

Q: And the comparison with exp(t(A+B))?

A: Products are expanded through degree three by one lemma.

```lean
omit [Algebra ℚ R] in
/-- The coefficients of a product of two series in degrees 0 to 3. -/
theorem coeff_mul_low (F G : PowerSeries R) :
    PowerSeries.coeff 0 (F * G) = PowerSeries.coeff 0 F * PowerSeries.coeff 0 G ∧
    PowerSeries.coeff 1 (F * G) = PowerSeries.coeff 0 F * PowerSeries.coeff 1 G +
      PowerSeries.coeff 1 F * PowerSeries.coeff 0 G ∧
    PowerSeries.coeff 2 (F * G) = PowerSeries.coeff 0 F * PowerSeries.coeff 2 G +
      PowerSeries.coeff 1 F * PowerSeries.coeff 1 G +
      PowerSeries.coeff 2 F * PowerSeries.coeff 0 G ∧
    PowerSeries.coeff 3 (F * G) = PowerSeries.coeff 0 F * PowerSeries.coeff 3 G +
      PowerSeries.coeff 1 F * PowerSeries.coeff 2 G +
      PowerSeries.coeff 2 F * PowerSeries.coeff 1 G +
      PowerSeries.coeff 3 F * PowerSeries.coeff 0 G := by
  refine ⟨?_, ?_, ?_, ?_⟩ <;>
    rw [PowerSeries.coeff_mul, Finset.Nat.sum_antidiagonal_eq_sum_range_succ_mk] <;>
    simp [Finset.sum_range_succ]
```

Both constant terms are 1, and the linear term of the splitting is A/2 + B + A/2 = A + B. Degree two then follows from `symmetric_even_order`, with no quadratic expansion. For split-operator propagation with finite matrices and a time-independent H, the t² error of a single step therefore vanishes.

```lean
/-- The Strang step agrees with exp(t(A+B)) through degree two. -/
theorem strang_order_two (A B : R) {k : ℕ} (hk : k ≤ 2) :
    PowerSeries.coeff k (strang A B) = PowerSeries.coeff k (expFlow (A + B)) := by
  have e0 : ∀ X : R, PowerSeries.coeff 0 (expFlow X) = 1 := by
    intro X
    rw [coeff_expFlow]
    simp
  have e1 : ∀ X : R, PowerSeries.coeff 1 (expFlow X) = X := by
    intro X
    rw [coeff_expFlow]
    simp
  have s0 : PowerSeries.coeff 0 (strang A B) = 1 := by
    simp only [strang, coeff_mul_low, e0, mul_one]
  have s1 : PowerSeries.coeff 1 (strang A B) = A + B := by
    simp only [strang, coeff_mul_low, e0, e1, mul_one, one_mul]
    module
  have low : ∀ j < 2, PowerSeries.coeff j (strang A B) =
      PowerSeries.coeff j (expFlow (A + B)) := by
    intro j hj
    interval_cases j
    · rw [s0, e0]
    · rw [s1, e1]
  rcases Nat.lt_or_eq_of_le hk with h | h
  · exact low k h
  · subst h
    -- degree two comes for free from symmetry
    exact symmetric_even_order s0 (e0 _)
      (palindrome_symmetric (expFlow_symmetric _) (expFlow_symmetric _))
      (expFlow_symmetric _) even_two low
```

Q: Could the t³ error vanish as well?

A: Expand it. The splitting has the cubic coefficient

A³/6 + A²B/8 + ABA/4 + BA²/8 + AB²/4 + B²A/4 + B³/6.

Subtracting (A+B)³/6 leaves

−(A²B − 2ABA + BA²)/24 − (2BAB − AB² − B²A)/12 = −[A,[A,B]]/24 − [B,[A,B]]/12.

Lean expands both sides into words in A and B, and `module` compares their rational coefficients.

```lean
/-- The cubic error of the Strang step is -[A,[A,B]]/24 - [B,[A,B]]/12. -/
theorem strang_cubic_error (A B : R) :
    PowerSeries.coeff 3 (strang A B) - PowerSeries.coeff 3 (expFlow (A + B)) =
      -((1 / 24 : ℚ) • comm A (comm A B)) - (1 / 12 : ℚ) • comm B (comm A B) := by
  simp only [strang, coeff_mul_low, coeff_expFlow, comm, pow_succ, pow_zero,
    one_mul, mul_one, mul_add, add_mul, mul_sub, sub_mul, smul_mul_assoc, mul_smul_comm,
    mul_assoc, Nat.factorial]
  push_cast
  module
```

It vanishes when A and B commute, but not in general. For the 2×2 raising matrix A and lowering matrix B, the error is A/12 − B/6, and the proof checks the upper right entry, 1/12. These matrices are an algebraic example; they are not anti-Hermitian, as your −iK/ℏ and −iV/ℏ are.

```lean
/-- For the 2×2 raising and lowering matrices the Strang step differs from the exact flow
in degree three. -/
theorem strang_order_sharp_witness :
    PowerSeries.coeff 3 (strang (!![0, 1; 0, 0] : Matrix (Fin 2) (Fin 2) ℚ) !![0, 0; 1, 0]) ≠
      PowerSeries.coeff 3
        (expFlow ((!![0, 1; 0, 0] : Matrix (Fin 2) (Fin 2) ℚ) + !![0, 0; 1, 0])) := by
  intro h
  have e := strang_cubic_error (!![0, 1; 0, 0] : Matrix (Fin 2) (Fin 2) ℚ) !![0, 0; 1, 0]
  rw [h, sub_self] at e
  -- the upper right entry of the error is 1/12
  have e01 := congrFun (congrFun e 0) 1
  norm_num [comm, Matrix.mul_apply, Fin.sum_univ_succ] at e01

end

end SymmetricSplitting
```

```lean
#print axioms SymmetricSplitting.first_error_odd
-- 'SymmetricSplitting.first_error_odd' depends on axioms: [propext, Classical.choice, Quot.sound]
#print axioms SymmetricSplitting.strang_order_two
-- 'SymmetricSplitting.strang_order_two' depends on axioms: [propext, Classical.choice, Quot.sound]
```
